# Total reflection below a potential step with a nonzero evanescent amplitude

Q: Before any algebra, which waves are these, and in which conventions?

A: The step is at \(x=0\). With time factor \(e^{-iEt/\hbar}\), a wave of unit amplitude and wavenumber \(k>0\) arrives from the left. Its reflected partner has complex amplitude \(r\), and the wave inside the step has complex amplitude \(t\) and decay rate \(\kappa\):

\[
\psi_L(x)=e^{ikx}+r\,e^{-ikx},\qquad \psi_R(x)=t\,e^{-\kappa x}.
\]

For a particle of mass \(m\) and energy \(0<E<V_0\), where \(V_0\) is the step height, \(k^2=2mE/\hbar^2\) and \(\kappa^2=2m(V_0-E)/\hbar^2\). In Lean, `k` and `κ` are real, the amplitudes are complex, and each wave is a complex function of a real position.

```lean
import Mathlib

open Complex (I exp)

namespace StepTotalReflection

noncomputable section

/-- Incident wave of unit amplitude plus a reflected wave of amplitude `r`. -/
def leftWave (k : ℝ) (r : ℂ) (x : ℝ) : ℂ :=
  exp (I * k * x) + r * exp (-(I * k) * x)

/-- The wave `t exp (-κ x)` inside the step. -/
def rightWave (κ : ℝ) (t : ℂ) (x : ℝ) : ℂ :=
  t * exp (-(κ : ℂ) * x)
```

Q: Where does the physics of the interface enter?

A: In `Matched`, which requires equal values and equal slopes at zero. For a finite step and uniform mass, the Schrödinger equation implies both conditions; here they are assumed. So is the absence of a growing exponential on the right.

```lean
/-- The two waves agree in value and in slope at the step, `x = 0`. -/
def Matched (k κ : ℝ) (r t : ℂ) : Prop :=
  leftWave k r 0 = rightWave κ t 0 ∧
    deriv (leftWave k r) 0 = deriv (rightWave κ t) 0
```

The angle used for the phase is \(\varphi=\arctan(\kappa/k)\).

```lean
/-- The angle `arctan (κ / k)`. -/
def stepAngle (k κ : ℝ) : ℝ := Real.arctan (κ / k)
```

Q: Each formula is physical on one side only, yet `deriv` is two-sided. Is that the right slope?

A: Yes. Each formula extends smoothly across zero, so its two-sided derivative there equals the one-sided slope. Lean's `deriv` would return zero for a non-differentiable function, but the next lemma supplies genuine derivatives.

```lean
/-- Derivative of an exponential wave with complex rate `c` along the real line. -/
theorem hasDerivAt_wave (c : ℂ) (x : ℝ) :
    HasDerivAt (fun y : ℝ => exp (c * y)) (c * exp (c * x)) x := by
  have h : HasDerivAt (fun y : ℝ => c * (y : ℂ)) c x := by
    simpa using (HasDerivAt.ofReal_comp (hasDerivAt_id' x)).const_mul c
  exact h.cexp.congr_deriv (mul_comm _ _)
```

At zero every exponential is 1, so matching becomes

\[
1+r=t,\qquad ik(1-r)=-\kappa t.
\]

The next theorem proves this equivalence by differentiating both waves and simplifying.

```lean
/-- Matching at the step amounts to two linear equations for the amplitudes. -/
theorem matched_iff_linear (k κ : ℝ) (r t : ℂ) :
    Matched k κ r t ↔ 1 + r = t ∧ I * k * (1 - r) = -κ * t := by
  have hl : HasDerivAt (leftWave k r) (I * k * (1 - r)) 0 :=
    ((hasDerivAt_wave (I * k) 0).fun_add
      ((hasDerivAt_wave (-(I * k)) 0).const_mul r)).congr_deriv (by
        simp only [Complex.ofReal_zero, mul_zero, Complex.exp_zero]
        ring)
  have hr : HasDerivAt (rightWave κ t) (-κ * t) 0 :=
    ((hasDerivAt_wave (-(κ : ℂ)) 0).const_mul t).congr_deriv (by
        simp only [Complex.ofReal_zero, mul_zero, Complex.exp_zero]
        ring)
  unfold Matched
  rw [hl.deriv, hr.deriv]
  simp only [leftWave, rightWave, Complex.ofReal_zero, mul_zero, Complex.exp_zero, mul_one]
```

Q: Do these equations fix the amplitudes, or merely permit the familiar ones?

A: They fix them. Multiply the slope equation by \(i\) and insert \(t=1+r\): \(k(1-r)=i\kappa(1+r)\), hence \(r(k+i\kappa)=k-i\kappa\). The factor \(k+i\kappa\) has real part \(k>0\), so we may divide:

\[
r=\frac{k-i\kappa}{k+i\kappa},\qquad t=1+r=\frac{2k}{k+i\kappa}.
\]

Conversely, these values give \(1+r=t\) and \(1-r=2i\kappa/(k+i\kappa)\), so \(ik(1-r)=-\kappa t\).

```lean
/-- For `k > 0` the denominator `k + iκ` does not vanish. -/
theorem denom_ne_zero {k : ℝ} (hk : 0 < k) (κ : ℝ) : (k : ℂ) + I * κ ≠ 0 := by
  intro h
  have h' := congrArg Complex.re h
  simp at h'
  exact hk.ne' h'
```

The "if and only if" below contains both directions. It holds for every real `κ`; positive `κ` is the evanescent case.

```lean
/-- The waves match at the step exactly when the reflected and transmitted amplitudes are
`(k - iκ)/(k + iκ)` and `2k/(k + iκ)`. -/
theorem matched_iff_amplitudes {k : ℝ} (hk : 0 < k) (κ : ℝ) (r t : ℂ) :
    Matched k κ r t ↔
      r = (k - I * κ) / (k + I * κ) ∧ t = 2 * k / (k + I * κ) := by
  have hD := denom_ne_zero hk κ
  rw [matched_iff_linear, eq_div_iff hD, eq_div_iff hD]
  constructor
  · rintro ⟨h1, h2⟩
    -- eliminate `t` to find `r`, then insert `r` in the value condition
    have hr : r * (k + I * κ) = k - I * κ := by
      linear_combination I * h2 + I * κ * h1 - k * (1 - r) * Complex.I_sq
    exact ⟨hr, by linear_combination hr - (k + I * κ) * h1⟩
  · rintro ⟨hr, ht⟩
    constructor
    · apply mul_right_cancel₀ hD
      linear_combination hr - ht
    · apply mul_right_cancel₀ hD
      linear_combination -I * k * hr + κ * ht + 2 * k * κ * Complex.I_sq
```

Q: What does `linear_combination` do there?

A: The proof turns on it. One supplies coefficients for known equations; Lean subtracts that combination from the goal and checks that what remains is zero by commutative-ring algebra. That algebra treats \(i\) as a plain symbol, so \(i^2=-1\) has to be supplied as an equation too, `Complex.I_sq`. In the step for \(r\), the coefficient `I` on `h2` is the multiplication by \(i\) above, and `I * κ` on `h1` eliminates \(t\).

Q: And the phase?

A: Write \(k+i\kappa=\rho e^{i\varphi}\) with \(\rho=\sqrt{k^2+\kappa^2}\) and \(k=\rho\cos\varphi\). Then

\[
r=e^{-2i\varphi},\qquad t=2\cos\varphi\,e^{-i\varphi}.
\]

Lean avoids \(\rho\). It names the cosine and sine `c` and `s`, and uses \(\kappa c=ks\) and \(s^2+c^2=1\) to verify the two fractions.

```lean
/-- With `φ = arctan (κ / k)`, the waves match at the step exactly when
`r = exp (-2iφ)` and `t = 2 cos φ exp (-iφ)`. -/
theorem matched_iff_phase {k : ℝ} (hk : 0 < k) (κ : ℝ) (r t : ℂ) :
    Matched k κ r t ↔
      r = exp ((-2 * stepAngle k κ : ℝ) * I) ∧
      t = 2 * (Real.cos (stepAngle k κ) : ℂ) * exp ((-stepAngle k κ : ℝ) * I) := by
  have hD := denom_ne_zero hk κ
  have hcpos : 0 < Real.cos (stepAngle k κ) := Real.cos_arctan_pos _
  have htan : Real.tan (stepAngle k κ) = κ / k := Real.tan_arctan _
  rw [Real.tan_eq_sin_div_cos, div_eq_div_iff hcpos.ne' hk.ne'] at htan
  have hp := Real.sin_sq_add_cos_sq (stepAngle k κ)
  have hE : exp ((-stepAngle k κ : ℝ) * I) =
      (Real.cos (stepAngle k κ) : ℂ) - (Real.sin (stepAngle k κ) : ℂ) * I := by
    rw [Complex.exp_mul_I, ← Complex.ofReal_cos, ← Complex.ofReal_sin,
      Real.cos_neg, Real.sin_neg, Complex.ofReal_neg]
    ring
  have hEE : exp ((-2 * stepAngle k κ : ℝ) * I) =
      exp ((-stepAngle k κ : ℝ) * I) * exp ((-stepAngle k κ : ℝ) * I) := by
    rw [← Complex.exp_add]
    congr 1
    push_cast
    ring
  rw [matched_iff_amplitudes hk, hEE, hE]
  generalize Real.cos (stepAngle k κ) = c at *
  generalize Real.sin (stepAngle k κ) = s at *
  have hc : (c : ℂ) ≠ 0 := Complex.ofReal_ne_zero.mpr hcpos.ne'
  have h : (κ : ℂ) * c = k * s := by
    have h0 : κ * c = k * s := by linarith
    exact_mod_cast h0
  have p : (s : ℂ) ^ 2 + (c : ℂ) ^ 2 = 1 := by exact_mod_cast hp
  -- both fractions in polar form
  have e1 : ((k : ℂ) - I * κ) / (k + I * κ) = (c - s * I) * (c - s * I) := by
    rw [div_eq_iff hD]
    apply mul_left_cancel₀ hc
    linear_combination (-I - (c - s * I) ^ 2 * I) * h - (c - s * I) * k * p
      + (c - s * I) * k * s ^ 2 * Complex.I_sq
  have e2 : 2 * (k : ℂ) / (k + I * κ) = 2 * c * (c - s * I) := by
    rw [div_eq_iff hD]
    linear_combination -2 * k * p + 2 * k * s ^ 2 * Complex.I_sq
      - 2 * (c - s * I) * I * h
  rw [e1, e2]
```

Q: If \(|r|=1\), how can \(t\) be nonzero?

A: \(t\) is a field amplitude, not a transmission probability. The evanescent wave is a constant times a real function, so it carries no current, although the theorem itself speaks only of amplitudes. The polar form gives \(|r|=1\), and the fraction \(2k/(k+i\kappa)\) gives \(t\ne0\).

```lean
/-- Matching at the step forces `|r| = 1`, while the amplitude `t` inside the step
is nonzero. -/
theorem total_reflection {k κ : ℝ} (hk : 0 < k) {r t : ℂ} (h : Matched k κ r t) :
    ‖r‖ = 1 ∧ t ≠ 0 := by
  constructor
  · rw [((matched_iff_phase hk κ r t).mp h).1]
    exact Complex.norm_exp_ofReal_mul_I _
  · rw [((matched_iff_amplitudes hk κ r t).mp h).2]
    exact div_ne_zero (mul_ne_zero two_ne_zero (Complex.ofReal_ne_zero.mpr hk.ne'))
      (denom_ne_zero hk κ)
```

Q: What does the phase do to the field before the step?

A: It shifts a standing wave:

\[
e^{ikx}+e^{-2i\varphi}e^{-ikx}
=e^{-i\varphi}\left(e^{i(kx+\varphi)}+e^{-i(kx+\varphi)}\right)
=2\cos(kx+\varphi)\,e^{-i\varphi}.
\]

Lean expands the cosine into exponentials and compares exponents.

```lean
/-- The incident and reflected waves add up to `2 cos (k x + φ)` times the constant
phase factor `exp (-iφ)`, where `φ = arctan (κ / k)`. -/
theorem standing_wave {k κ : ℝ} (hk : 0 < k) {r t : ℂ} (h : Matched k κ r t) (x : ℝ) :
    leftWave k r x =
      2 * (Real.cos (k * x + stepAngle k κ) : ℂ) * exp ((-stepAngle k κ : ℝ) * I) := by
  have hcos (z : ℂ) : 2 * Complex.cos z = exp (z * I) + exp (-z * I) := by
    rw [Complex.cos]
    ring
  rw [leftWave, ((matched_iff_phase hk κ r t).mp h).1, Complex.ofReal_cos, hcos,
    add_mul, ← Complex.exp_add, ← Complex.exp_add, ← Complex.exp_add]
  congr 2 <;> (push_cast; ring)
```

Q: But \(\kappa\) changes with energy.

A: The last theorem includes that. At fixed height, set \(K^2=2mV_0/\hbar^2\), so \(\kappa=\sqrt{K^2-k^2}\) with \(0<k<K\). Then \(d\kappa/dk=-k/\kappa\), and

\[
\frac{d}{dk}\frac{\kappa}{k}=-\frac{k^2+\kappa^2}{\kappa k^2},\qquad
\frac{d\varphi}{dk}=\frac{k^2}{k^2+\kappa^2}\,\frac{d}{dk}\frac{\kappa}{k}=-\frac1\kappa.
\]

The reflection phase \(-2\varphi\) therefore has derivative \(2/\kappa\), twice the penetration length of the amplitude. Lean applies the same chain rule, then clears denominators.

```lean
/-- At fixed step height, `κ = √(K² - k²)` with `0 < k < K`, the reflection phase
`-2 arctan (κ / k)` has derivative `2 / κ` with respect to `k`. -/
theorem hasDerivAt_reflection_phase {k K : ℝ} (hk : 0 < k) (hK : k < K) :
    HasDerivAt (fun q : ℝ => -2 * stepAngle q (Real.sqrt (K ^ 2 - q ^ 2)))
      (2 / Real.sqrt (K ^ 2 - k ^ 2)) k := by
  have hpos : 0 < K ^ 2 - k ^ 2 := by nlinarith
  have h1 : HasDerivAt (fun q : ℝ => K ^ 2 - q ^ 2) (-(2 * k)) k :=
    ((hasDerivAt_pow 2 k).const_sub (K ^ 2)).congr_deriv (by norm_num)
  have h2 := (h1.sqrt hpos.ne').fun_div (hasDerivAt_id' k) hk.ne'
  refine (h2.arctan.const_mul (-2)).congr_deriv ?_
  have hs : 0 < Real.sqrt (K ^ 2 - k ^ 2) := Real.sqrt_pos.mpr hpos
  generalize Real.sqrt (K ^ 2 - k ^ 2) = s at *
  -- the chain rule leaves a rational identity in `k` and `κ = s`
  have hsum : k ^ 2 + s ^ 2 ≠ 0 := by positivity
  have hden : 1 + (s / k) ^ 2 = (k ^ 2 + s ^ 2) / k ^ 2 := by
    field_simp
  rw [hden]
  field_simp
  ring

end

end StepTotalReflection
```

Q: Where would I use this?

A: As an exact reference for the amplitudes and phase from a numerical scattering solver, for one particle in one dimension at a sharp step.

```lean
#print axioms StepTotalReflection.total_reflection
-- 'StepTotalReflection.total_reflection' depends on axioms: [propext, Classical.choice, Quot.sound]
#print axioms StepTotalReflection.standing_wave
-- 'StepTotalReflection.standing_wave' depends on axioms: [propext, Classical.choice, Quot.sound]
#print axioms StepTotalReflection.hasDerivAt_reflection_phase
-- 'StepTotalReflection.hasDerivAt_reflection_phase' depends on axioms: [propext, Classical.choice, Quot.sound]
```
